# Gap-product determinant and a lower bound on the condition number for the exponential kernel on a line

Interpolating an energy curve from computed energies with a kernel model means solving a linear system for the expansion coefficients, and here each training geometry in that system is described by one real coordinate, with the geometries listed in increasing order. The coordinate may be a bond length or a position along a scan. With training points x_0 ≤ x_1 ≤ ... ≤ x_n, the system is

K c = E,  K_ij = exp(−a |x_i − x_j|),

where E holds the energies, c the coefficients of the fitted curve f(x) = Σ_j c_j exp(−a |x − x_j|), and a is the decay rate: for a > 0, the kernel has fallen from 1 to exp(−1) ≈ 0.37 at the distance 1/a. The question is when K can be inverted, and how sensitive the solution becomes when two training points lie close together.

The ordering makes the determinant explicit:

det K = ∏_{i=0}^{n−1} (1 − exp(−2a (x_{i+1} − x_i))).

For a ≠ 0, K is therefore invertible exactly when no two points coincide. For a > 0 and strictly increasing points, the condition number in the maximum-row-sum norm, defined below, is at least 1/(a |x_i − x_j|) for every pair i ≠ j, so at fixed a it grows without limit as two points merge.

These statements bear on potentials fitted with this exponential kernel, in the restricted case of one coordinate and no regularisation term added to K. They do not treat the regularised system, or descriptors with many components, where the points in general have no order along a line.

```lean
import Mathlib

open Matrix

namespace ExponentialKernel

noncomputable section
```

## The kernel matrix and its condition number

The training points are a function `x` from the index set `Fin n` to the reals, and the kernel is a real square matrix on the same indices. The definition allows any real `a` and any order of the points; the theorems add what they need.

```lean
/-- The exponential kernel matrix `exp (-a |x i - x j|)` of the training points `x`,
with decay rate `a`. -/
def expKernel (a : ℝ) {n : ℕ} (x : Fin n → ℝ) : Matrix (Fin n) (Fin n) ℝ :=
  fun i j => Real.exp (-(a * |x i - x j|))
```

The size of a matrix A is measured by its largest absolute row sum,

‖A‖ = max_i Σ_j |A_ij|.

This is the largest factor by which A can magnify a vector whose size is its largest entry in absolute value. In Lean the maximum is written as a supremum over the row index.

```lean
/-- The largest absolute row sum of a matrix, which is its operator norm for the
maximum norm on vectors. -/
def maxRowSum {n : ℕ} (A : Matrix (Fin n) (Fin n) ℝ) : ℝ :=
  ⨆ i, ∑ j, |A i j|
```

The condition number is then

κ(A) = ‖A‖ ‖A⁻¹‖.

For an invertible A and the system A c = E, it is the largest possible ratio of the relative change in c to the relative change in E that causes it, taken over all nonzero E and all nonzero changes, with vectors measured by their largest absolute entry. Many texts use the ratio of the largest to the smallest singular value under the same name. That number generally differs from this one.

```lean
/-- The condition number of an invertible matrix in the maximum-row-sum norm. -/
def condNumber {n : ℕ} (A : Matrix (Fin n) (Fin n) ℝ) : ℝ :=
  maxRowSum A * maxRowSum A⁻¹
```

## Factorising the kernel through an intermediate point

For p ≤ q ≤ r the distances add, r − p = (q − p) + (r − q), and the exponential turns the sum into a product:

exp(−a|p − r|) = exp(−a|p − q|) exp(−a|q − r|).

The Lean proof removes the absolute values with the ordering hypotheses and compares exponents. The sign of `a` plays no part.

```lean
/-- For ordered points `p ≤ q ≤ r` the kernel between the outer points is the product of
the kernels over the two segments. -/
theorem kernel_through_midpoint (a : ℝ) {p q r : ℝ} (hpq : p ≤ q) (hqr : q ≤ r) :
    Real.exp (-(a * |p - r|)) =
      Real.exp (-(a * |p - q|)) * Real.exp (-(a * |q - r|)) := by
  rw [abs_of_nonpos (by linarith : p - r ≤ 0), abs_of_nonpos (by linarith : p - q ≤ 0),
    abs_of_nonpos (by linarith : q - r ≤ 0), ← Real.exp_add]
  congr 1
  ring
```

## Removing the leftmost point

Take at least two ordered points and write e = K_01 = exp(−a(x_1 − x_0)). Subtract e times row 1 from row 0, which leaves the determinant unchanged. The new row 0 has the entries

B_0j = K_0j − e K_1j.

For j = 0 this is

B_00 = 1 − e² = 1 − exp(−2a(x_1 − x_0)).

For j ≥ 1 the points satisfy x_0 ≤ x_1 ≤ x_j, so K_0j = e K_1j by the factorisation, and B_0j = 0. Expanding along row 0 leaves one term: B_00 times the determinant of the kernel matrix for the points from x_1 onwards.

The type `Fin (n + 2)` says that there are at least two points, and `Monotone x` says that they are ordered, with coincidences allowed. In the proof, `hB0` computes the diagonal entry, `hBs` shows that the rest of the row vanishes, and `hsub` identifies the remaining block as the kernel matrix of the shortened list.

```lean
/-- Removing the leftmost of several ordered points splits off from the determinant one factor,
`1 - exp (-2 a gap)`, where `gap` is the distance between the first two points. -/
theorem det_remove_first (a : ℝ) {n : ℕ} (x : Fin (n + 2) → ℝ) (hx : Monotone x) :
    (expKernel a x).det =
      (1 - Real.exp (-(2 * a * (x 1 - x 0)))) *
        (expKernel a (fun i : Fin (n + 1) => x i.succ)).det := by
  have hne : (0 : Fin (n + 2)) ≠ 1 := Fin.zero_ne_one
  have h01 : x 0 ≤ x 1 := hx (Fin.zero_le _)
  -- subtract a multiple of the second row from the first
  obtain ⟨B, hB⟩ : ∃ B, B = (expKernel a x).updateRow 0
      (expKernel a x 0 + (-Real.exp (-(a * |x 0 - x 1|))) • expKernel a x 1) := ⟨_, rfl⟩
  have hdet : B.det = (expKernel a x).det := by
    rw [hB]
    exact Matrix.det_updateRow_add_smul_self _ hne _
  have hrow : ∀ j, B 0 j =
      expKernel a x 0 j - Real.exp (-(a * |x 0 - x 1|)) * expKernel a x 1 j := by
    intro j
    rw [hB, Matrix.updateRow_self]
    simp only [Pi.add_apply, Pi.smul_apply, smul_eq_mul]
    ring
  have hB0 : B 0 0 = 1 - Real.exp (-(2 * a * (x 1 - x 0))) := by
    rw [hrow]
    change Real.exp (-(a * |x 0 - x 0|)) -
      Real.exp (-(a * |x 0 - x 1|)) * Real.exp (-(a * |x 1 - x 0|)) = _
    rw [abs_sub_comm (x 1) (x 0), ← Real.exp_add, sub_self (x 0), abs_zero, mul_zero,
      neg_zero, Real.exp_zero, abs_of_nonpos (by linarith : x 0 - x 1 ≤ 0)]
    congr 2
    ring
  -- all other entries of the new first row vanish
  have hBs : ∀ j : Fin (n + 1), B 0 j.succ = 0 := by
    intro j
    have hj : Fin.succ 0 ≤ j.succ := Fin.succ_le_succ_iff.mpr (Fin.zero_le j)
    have h1j : x 1 ≤ x j.succ := hx hj
    rw [hrow]
    exact sub_eq_zero.mpr (kernel_through_midpoint a h01 h1j)
  have hsub : B.submatrix Fin.succ (Fin.succAbove 0) =
      expKernel a (fun i : Fin (n + 1) => x i.succ) := by
    ext i j
    simp [hB, expKernel, Matrix.updateRow_apply]
  rw [← hdet, ← hB0, ← hsub, Matrix.det_succ_row_zero, Fin.sum_univ_succ]
  simp [hBs]
```

## The determinant as a product over gaps

Repeating the removal yields one factor per gap until a single point is left. Its matrix is the 1 × 1 matrix with entry 1, and the product over no gaps is also 1. This is an induction on the number of gaps n.

In the statement, `Fin (n + 1)` indexes the points and `Fin n` the gaps. For a gap `i`, `i.castSucc` is its left end and `i.succ` its right end, so the factor reads 1 − exp(−2a(x_{i+1} − x_i)). The formula holds for every real `a`.

```lean
/-- For ordered points the determinant of the exponential kernel matrix is the product over
consecutive gaps of `1 - exp (-2 a gap)`. -/
theorem det_expKernel (a : ℝ) {n : ℕ} (x : Fin (n + 1) → ℝ) (hx : Monotone x) :
    (expKernel a x).det =
      ∏ i : Fin n, (1 - Real.exp (-(2 * a * (x i.succ - x i.castSucc)))) := by
  induction n with
  | zero => simp [expKernel, Matrix.det_unique]
  | succ n ih =>
    have hx' : Monotone (fun i : Fin (n + 1) => x i.succ) :=
      fun i j hij => hx (Fin.succ_le_succ_iff.mpr hij)
    rw [det_remove_first a x hx, ih _ hx', Fin.prod_univ_succ]
    rfl
```

## Invertibility and coincident points

If x_i = x_j for two different indices, rows i and j of K are equal and the determinant is zero. Conversely, suppose that all points are distinct and some factor of the product vanishes. Then

exp(−2a(x_{i+1} − x_i)) = 1,

so 2a(x_{i+1} − x_i) = 0, which is impossible for a ≠ 0 and a nonzero gap.

In Lean, invertibility is expressed by `IsUnit` of the determinant, which for a real number means that it is nonzero, and distinctness by `Function.Injective x`. At a = 0 every entry of K is 1, and the equivalence fails for two or more distinct points.

```lean
/-- For ordered points and nonzero decay rate, the kernel matrix is invertible exactly when
no two training points coincide. -/
theorem isUnit_det_iff {a : ℝ} (ha : a ≠ 0) {n : ℕ} (x : Fin (n + 1) → ℝ)
    (hx : Monotone x) : IsUnit (expKernel a x).det ↔ Function.Injective x := by
  rw [isUnit_iff_ne_zero]
  constructor
  · -- coincident points give equal rows
    intro h i j hij
    by_contra hne
    refine h (Matrix.det_zero_of_row_eq hne ?_)
    funext k
    simp only [expKernel, hij]
  · intro h
    rw [det_expKernel a x hx, Finset.prod_ne_zero_iff]
    intro i _ h0
    have h1 : Real.exp (-(2 * a * (x i.succ - x i.castSucc))) = 1 := by linarith
    rw [Real.exp_eq_one_iff, neg_eq_zero] at h1
    have hgap : x i.succ - x i.castSucc ≠ 0 :=
      sub_ne_zero.mpr (h.ne (ne_of_gt (Fin.castSucc_lt_succ)))
    exact mul_ne_zero (mul_ne_zero two_ne_zero ha) hgap h1
```

## Two nearby kernels are almost the same function

Let a ≥ 0, and compare the kernels centred at p and q at some point z. Write u = |z − p|, v = |z − q| and d = |p − q|. The triangle inequality gives v ≤ u + d, hence

exp(−av) ≥ exp(−au) exp(−ad),

and therefore

exp(−au) − exp(−av) ≤ exp(−au) (1 − exp(−ad)) ≤ 1 − exp(−ad).

Exchanging p and q bounds the difference with the opposite sign. The local statement `key` contains this argument, and the proof applies it once in each direction.

```lean
/-- For nonnegative decay rate, the kernels centred at `p` and `q` differ at every point `z`
by at most `1 - exp (-a |p - q|)`. -/
theorem kernel_difference_le {a : ℝ} (ha : 0 ≤ a) (z p q : ℝ) :
    |Real.exp (-(a * |z - p|)) - Real.exp (-(a * |z - q|))| ≤
      1 - Real.exp (-(a * |p - q|)) := by
  have key : ∀ u v d : ℝ, 0 ≤ u → 0 ≤ d → v ≤ u + d →
      Real.exp (-(a * u)) - Real.exp (-(a * v)) ≤ 1 - Real.exp (-(a * d)) := by
    intro u v d hu hd hv
    have h1 : Real.exp (-(a * u)) * Real.exp (-(a * d)) ≤ Real.exp (-(a * v)) := by
      rw [← Real.exp_add]
      apply Real.exp_le_exp.mpr
      nlinarith [mul_le_mul_of_nonneg_left hv ha]
    have h2 : Real.exp (-(a * u)) ≤ 1 :=
      Real.exp_le_one_iff.mpr (neg_nonpos.mpr (mul_nonneg ha hu))
    have h3 : Real.exp (-(a * d)) ≤ 1 :=
      Real.exp_le_one_iff.mpr (neg_nonpos.mpr (mul_nonneg ha hd))
    nlinarith [mul_nonneg (sub_nonneg.mpr h2) (sub_nonneg.mpr h3)]
  have t1 := abs_sub_le z p q
  have t2 := abs_sub_le z q p
  rw [abs_sub_comm q p] at t2
  rw [abs_le]
  constructor
  · linarith [key _ _ _ (abs_nonneg (z - q)) (abs_nonneg (p - q)) t2]
  · exact key _ _ _ (abs_nonneg (z - p)) (abs_nonneg (p - q)) t1
```

## The inverse must magnify the small difference

Let a > 0, let the points be strictly increasing, and choose i ≠ j. Put δ = 1 − exp(−a|x_i − x_j|), which is positive, and M = K⁻¹, which exists by the invertibility result. From M K = 1,

Σ_k M_ik K_ki = 1,  Σ_k M_ik K_kj = 0.

Subtracting these and using the bound on kernel differences at z = x_k gives

1 = Σ_k M_ik (K_ki − K_kj) ≤ δ Σ_k |M_ik|.

Row i of M thus has absolute sum at least 1/δ, so ‖M‖ ≥ 1/δ. The diagonal entry K_ii = 1 gives ‖K‖ ≥ 1. Multiplying,

κ(K) ≥ 1/δ = 1/(1 − exp(−a|x_i − x_j|)).

In the proof, `h1` and `h2` are the two entries of M K, `hS` is the inequality for the row sum, and `hK` is the bound on ‖K‖. The two points need not be neighbours, although the closest pair gives the strongest bound. With a single training point there is no pair to choose and the statement is empty.

```lean
/-- For positive decay rate and strictly ordered points, every pair of distinct points bounds
the condition number from below by `1 / (1 - exp (-a distance))`. -/
theorem condNumber_ge {a : ℝ} (ha : 0 < a) {n : ℕ} (x : Fin (n + 1) → ℝ)
    (hx : StrictMono x) {i j : Fin (n + 1)} (hij : i ≠ j) :
    1 / (1 - Real.exp (-(a * |x i - x j|))) ≤ condNumber (expKernel a x) := by
  have hd : 0 < |x i - x j| := abs_pos.mpr (sub_ne_zero.mpr (hx.injective.ne hij))
  have hδ : 0 < 1 - Real.exp (-(a * |x i - x j|)) :=
    sub_pos.mpr (Real.exp_lt_one_iff.mpr (neg_lt_zero.mpr (mul_pos ha hd)))
  have hinv := Matrix.nonsing_inv_mul (expKernel a x)
    ((isUnit_det_iff ha.ne' x hx.monotone).mpr hx.injective)
  have le_max : ∀ (A : Matrix (Fin (n + 1)) (Fin (n + 1)) ℝ),
      ∑ k, |A i k| ≤ maxRowSum A := fun A =>
    le_ciSup (f := fun l => ∑ k, |A l k|) (Set.finite_range _).bddAbove i
  have h1 : ∑ k, (expKernel a x)⁻¹ i k * expKernel a x k i = 1 := by
    rw [← Matrix.mul_apply, hinv, Matrix.one_apply_eq]
  have h2 : ∑ k, (expKernel a x)⁻¹ i k * expKernel a x k j = 0 := by
    rw [← Matrix.mul_apply, hinv, Matrix.one_apply_ne hij]
  -- the inverse turns a small difference of columns into a unit entry
  have hS : 1 ≤ (∑ k, |(expKernel a x)⁻¹ i k|) * (1 - Real.exp (-(a * |x i - x j|))) := by
    calc (1 : ℝ) = ∑ k, (expKernel a x)⁻¹ i k * (expKernel a x k i - expKernel a x k j) := by
          simp only [mul_sub, Finset.sum_sub_distrib, h1, h2, sub_zero]
      _ ≤ ∑ k, |(expKernel a x)⁻¹ i k| * (1 - Real.exp (-(a * |x i - x j|))) := by
          apply Finset.sum_le_sum
          intro k _
          refine (le_abs_self _).trans ?_
          rw [abs_mul]
          exact mul_le_mul_of_nonneg_left (kernel_difference_le ha.le (x k) (x i) (x j))
            (abs_nonneg _)
      _ = _ := by rw [Finset.sum_mul]
  -- the kernel matrix itself has norm at least one
  have hK : 1 ≤ maxRowSum (expKernel a x) := by
    have hs := Finset.single_le_sum (f := fun k => |expKernel a x i k|)
      (fun k _ => abs_nonneg _) (Finset.mem_univ i)
    have hii : |expKernel a x i i| = 1 := by simp [expKernel]
    exact (hii.symm.le.trans hs).trans (le_max _)
  have hN := le_max (expKernel a x)⁻¹
  have hN0 : 0 ≤ maxRowSum (expKernel a x)⁻¹ :=
    (Finset.sum_nonneg (fun k _ => abs_nonneg _)).trans hN
  exact (((div_le_iff₀ hδ).mpr hS).trans hN).trans (le_mul_of_one_le_left hN0 hK)
```

For t = a|x_i − x_j|, the inequality 1 − t ≤ exp(−t) gives 1 − exp(−t) ≤ t. Taking reciprocals of these positive numbers yields the simpler bound

κ(K) ≥ 1/(a|x_i − x_j|).

This is a lower bound only: well-separated points make it small, which does not by itself limit κ(K) from above.

```lean
/-- For positive decay rate and strictly ordered points, the condition number is at least the
reciprocal `1 / (a * distance)` for the distance between any two distinct points. -/
theorem condNumber_ge_inv_distance {a : ℝ} (ha : 0 < a) {n : ℕ} (x : Fin (n + 1) → ℝ)
    (hx : StrictMono x) {i j : Fin (n + 1)} (hij : i ≠ j) :
    1 / (a * |x i - x j|) ≤ condNumber (expKernel a x) := by
  have hd : 0 < |x i - x j| := abs_pos.mpr (sub_ne_zero.mpr (hx.injective.ne hij))
  have hδ : 0 < 1 - Real.exp (-(a * |x i - x j|)) :=
    sub_pos.mpr (Real.exp_lt_one_iff.mpr (neg_lt_zero.mpr (mul_pos ha hd)))
  refine (one_div_le_one_div_of_le hδ ?_).trans (condNumber_ge ha x hx hij)
  linarith [Real.add_one_le_exp (-(a * |x i - x j|))]

end

end ExponentialKernel
```

```lean
#print axioms ExponentialKernel.det_expKernel
#print axioms ExponentialKernel.condNumber_ge_inv_distance
```

```
'ExponentialKernel.det_expKernel' depends on axioms: [propext, Classical.choice, Quot.sound]
'ExponentialKernel.condNumber_ge_inv_distance' depends on axioms: [propext, Classical.choice, Quot.sound]
```

## Two points on a bond-length scan

Take a = 1 Å⁻¹ and two geometries 0.01 Å apart. Then e = exp(−0.01) ≈ 0.99005, and the equations for the coefficients are

c_0 + e c_1 = E_0,
e c_0 + c_1 = E_1.

Subtracting e times the second equation from the first is the row operation used for the determinant. It leaves

(1 − e²) c_0 = E_0 − e E_1,

with 1 − e² ≈ 0.0198, so a small number divides a difference of nearly equal terms. Subtracting the two original equations instead gives

c_0 − c_1 = (E_0 − E_1)/(1 − e) ≈ 100.5 (E_0 − E_1).

A change of 1 meV in E_0 − E_1, for instance from incomplete convergence of the electronic-structure calculation, therefore changes c_0 − c_1 by about 100 meV. The change in the fitted curve is not magnified in this way: if E_0 alone changes by 1 meV, the two coefficients change by about 50 meV each with opposite signs, their contributions nearly cancel, and the curve changes by at most 1 meV. The factor 100.5 is the bound 1/δ for this pair. The condition number itself is (1 + e)/(1 − e) ≈ 200, and the simpler bound gives 100.
